# Charge and spin channels of a Dyson equation with opposite-spin coupling

Let \(A\) be a ring that is an algebra over \(\mathbb{Q}\); multiplication need not commute. The bare polarizability \(p\) and the interaction \(U\) are elements of \(A\). They may be numbers at a fixed frequency and momentum, or matrices in site or orbital indices at a fixed frequency. Spin index 0 means up and 1 means down. The spin-resolved response \(C\) is a \(2\times2\) matrix over \(A\) that satisfies

\[
C=\begin{pmatrix}p&0\\0&p\end{pmatrix}+\begin{pmatrix}p&0\\0&p\end{pmatrix}\begin{pmatrix}0&U\\U&0\end{pmatrix}C .
\]

Here \(C_{ij}\) is the change in the density of spin \(i\) per change in the potential energy of spin \(j\). With this sign, a static equilibrium \(p\) that is a number is negative or zero. The system is nonmagnetic and has no spin-orbit coupling, so both spins have the same \(p\) and the bare response does not mix them. The interaction \(U\) acts only between opposite spins. When \(1-pU\) and \(1+pU\) are invertible, define the charge and spin responses, normalized to half the responses of the total density and the spin density,

\[
X=(1-pU)^{-1}p,\qquad Y=(1+pU)^{-1}p .
\]

Invertibility means that neither channel has a singular response at the chosen frequency, as it would at an undamped collective mode or, in the static limit, at an instability.

## The solution by sums and differences

Under these two conditions the equation has exactly one solution,

\[
C_{00}=C_{11}=\tfrac12(X+Y),\qquad C_{01}=C_{10}=\tfrac12(X-Y).
\]

Written out, the matrix equation reads

\[
\begin{aligned}
C_{00}&=p+pU\,C_{10}, & C_{01}&=pU\,C_{11},\\
C_{10}&=pU\,C_{00}, & C_{11}&=p+pU\,C_{01}.
\end{aligned}
\]

Each column couples only to itself. Adding and subtracting the two equations in each column gives

\[
\begin{aligned}
(1-pU)(C_{00}+C_{10})&=p, & (1-pU)(C_{01}+C_{11})&=p,\\
(1+pU)(C_{00}-C_{10})&=p, & (1+pU)(C_{01}-C_{11})&=-p.
\end{aligned}
\]

Half the sum and half the difference of these equations return the original ones, so the two systems are equivalent. Inverting the left factors gives \(C_{00}+C_{10}=C_{01}+C_{11}=X\), \(C_{00}-C_{10}=Y\) and \(C_{01}-C_{11}=-Y\). Solving for the entries yields the stated matrix. Every step can be reversed, so this matrix is a solution and the only one.

For a Hubbard interaction in the random-phase approximation, this reduces the longitudinal response of an unpolarized system to two separate inversions, with \(p\) taken as given.

## The equation in Lean

The first definitions need only a ring.

```lean
import Mathlib

open Matrix

namespace ChargeSpinChannels

noncomputable section

variable {A : Type*} [Ring A]
```

The bare response and the coupling are the two explicit matrices above.

```lean
/-- The bare response of an unpolarized system: the same polarizability `p` for both spins,
with no mixing between them. -/
def bareResponse (p : A) : Matrix (Fin 2) (Fin 2) A := !![p, 0; 0, p]

/-- An interaction `U` that acts only between opposite spins. -/
def oppositeSpinCoupling (U : A) : Matrix (Fin 2) (Fin 2) A := !![0, U; U, 0]
```

`SolvesDyson p U C` is the statement that \(C\) satisfies the equation; it does not presuppose that a solution exists.

```lean
/-- The Dyson equation for the spin-resolved response `C`. -/
def SolvesDyson (p U : A) (C : Matrix (Fin 2) (Fin 2) A) : Prop :=
  C = bareResponse p + bareResponse p * oppositeSpinCoupling U * C
```

The responses \(X\) and \(Y\) use `⅟`, the two-sided inverse supplied by an `Invertible` instance. The order of the factors is kept, as noncommuting \(p\) and \(U\) require.

```lean
/-- The charge-channel response `(1 - pU)⁻¹ p`. -/
def chargeResponse (p U : A) [Invertible (1 - p * U)] : A := ⅟(1 - p * U) * p

/-- The spin-channel response `(1 + pU)⁻¹ p`. -/
def spinResponse (p U : A) [Invertible (1 + p * U)] : A := ⅟(1 + p * U) * p
```

The next theorem is the passage to four entry equations. The proof compares the matrices entry by entry, expands the sums over two spins and simplifies away the zeros.

```lean
/-- The Dyson equation written out for the four spin components of the response. -/
theorem solvesDyson_iff_entries (p U : A) (C : Matrix (Fin 2) (Fin 2) A) :
    SolvesDyson p U C ↔
      (C 0 0 = p + p * U * C 1 0 ∧ C 0 1 = p * U * C 1 1) ∧
      (C 1 0 = p * U * C 0 0 ∧ C 1 1 = p + p * U * C 0 1) := by
  unfold SolvesDyson
  rw [← Matrix.ext_iff]
  simp only [Fin.forall_fin_two, Matrix.add_apply, Matrix.mul_apply, Fin.sum_univ_two]
  simp [bareResponse, oppositeSpinCoupling]
```

## Even and odd numbers of interactions

Substituting the first-column equations into each other gives

\[
C_{00}=p+pUpU\,C_{00},\qquad C_{10}=pUp+pUpU\,C_{10}.
\]

An interaction flips the spin index, so the same-spin response contains even numbers of interactions and the opposite-spin response odd numbers. The theorem states these relations for any solution, without assuming either channel invertible. Its proof performs the two substitutions.

```lean
/-- In any solution, the first-column entries `C 0 0` (equal spins) and `C 1 0` (opposite spins)
obey equations with the doubled interaction step `pUpU`; their sources are `p` and `pUp`. -/
theorem even_odd_resummation {p U : A} {C : Matrix (Fin 2) (Fin 2) A}
    (h : SolvesDyson p U C) :
    (1 - p * U * (p * U)) * C 0 0 = p ∧ (1 - p * U * (p * U)) * C 1 0 = p * U * p := by
  obtain ⟨⟨a, -⟩, c, -⟩ := (solvesDyson_iff_entries p U C).1 h
  constructor
  · rw [sub_mul, one_mul, mul_assoc (p * U) (p * U), ← c]
    exact sub_eq_of_eq_add a
  · have e : p * U * C 1 0 = C 0 0 - p := (sub_eq_of_eq_add' a).symm
    rw [sub_mul, one_mul, mul_assoc (p * U) (p * U), e, mul_sub, ← c, sub_sub_cancel]
```

## A zero mode in the spin channel

Suppose \(pUz=-z\) with \(z\neq0\), so that \((1+pU)z=0\). Adding \(z\) to \(C_{00}\) and \(-z\) to \(C_{10}\) preserves both first-column equations, because \(pU(-z)=z\) and \(pUz=-z\). The second column is unchanged. The proof checks the four entries, then uses \(z\neq0\) to show that the new matrix differs from the old one.

```lean
/-- If a nonzero `z` satisfies `pUz = -z`, then adding `z` to the up component and `-z` to the
down component of the first column turns any solution into a different solution. -/
theorem not_unique_of_spin_soft_mode {p U z : A} (hz : p * U * z = -z) (hz0 : z ≠ 0)
    {C : Matrix (Fin 2) (Fin 2) A} (h : SolvesDyson p U C) :
    SolvesDyson p U (C + !![z, 0; -z, 0]) ∧ C + !![z, 0; -z, 0] ≠ C := by
  obtain ⟨⟨a, b⟩, c, d⟩ := (solvesDyson_iff_entries p U C).1 h
  constructor
  · refine (solvesDyson_iff_entries p U _).2 ⟨⟨?_, ?_⟩, ?_, ?_⟩
    · show C 0 0 + z = p + p * U * (C 1 0 + -z)
      rw [mul_add, mul_neg, hz, neg_neg, ← add_assoc, ← a]
    · show C 0 1 + 0 = p * U * (C 1 1 + 0)
      rw [add_zero, add_zero]
      exact b
    · show C 1 0 + -z = p * U * (C 0 0 + z)
      rw [mul_add, hz, ← c]
    · show C 1 1 + 0 = p + p * U * (C 0 1 + 0)
      rw [add_zero, add_zero]
      exact d
  · intro e
    have e0 : C 0 0 + z = C 0 0 := congrFun (congrFun e 0) 0
    exact hz0 (by simpa using e0)
```

The theorem starts from an existing solution, which restricts its physical reach. With \(D=C_{00}-C_{10}\), the spin equation \((1+pU)D=p\) implies

\[
(1+pU)(1-DU)=1+pU-pU=1 .
\]

For numbers or finite complex matrices, a right inverse is a two-sided inverse, which forces \(z=0\). At a spin instability of such a finite model the Dyson equation therefore has no solution, rather than several. Non-uniqueness of this kind needs an infinite-dimensional setting. This argument is a supplement by hand and is not part of the Lean file.

## Decoupling and inversion

Inverting a channel uses an elementary fact: if \(a\) is invertible, \(ax=b\) holds exactly when \(x=a^{-1}b\). Each direction multiplies on the left and cancels.

```lean
/-- A linear equation with an invertible left factor has exactly one solution. -/
theorem mul_eq_iff_eq_invOf_mul (a x b : A) [Invertible a] : a * x = b ↔ x = ⅟a * b := by
  constructor
  · rintro rfl
    rw [← mul_assoc, invOf_mul_self, one_mul]
  · rintro rfl
    rw [← mul_assoc, mul_invOf_self, one_mul]
```

From here on \(A\) is a \(\mathbb{Q}\)-algebra, which provides the factor \(\tfrac12\). The theorem below is the equivalence between the entry equations and the four channel equations. Each `linear_combination` names the combination used by hand: `a + c` adds the first-column equations, and the coefficients `(1 / 2 : ℚ)` recover the entries on the way back. The normalizer `module` checks the remaining linear identity without commuting \(p\) and \(U\).

```lean
variable [Algebra ℚ A]

/-- The Dyson equation is equivalent to separate equations for the sums and the differences
of the up and down components in each column. -/
theorem solvesDyson_iff_channels (p U : A) (C : Matrix (Fin 2) (Fin 2) A) :
    SolvesDyson p U C ↔
      ((1 - p * U) * (C 0 0 + C 1 0) = p ∧ (1 - p * U) * (C 0 1 + C 1 1) = p) ∧
      ((1 + p * U) * (C 0 0 - C 1 0) = p ∧ (1 + p * U) * (C 0 1 - C 1 1) = -p) := by
  rw [solvesDyson_iff_entries]
  simp only [mul_add, mul_sub, add_mul, sub_mul, one_mul]
  constructor
  · -- add and subtract the equations for the two spins
    rintro ⟨⟨a, b⟩, c, d⟩
    refine ⟨⟨?_, ?_⟩, ?_, ?_⟩
    · linear_combination (norm := module) a + c
    · linear_combination (norm := module) b + d
    · linear_combination (norm := module) a - c
    · linear_combination (norm := module) b - d
  · -- recover the entry equations from half the sums and half the differences
    rintro ⟨⟨s, t⟩, u, v⟩
    refine ⟨⟨?_, ?_⟩, ?_, ?_⟩
    · linear_combination (norm := module) (1 / 2 : ℚ) • s + (1 / 2 : ℚ) • u
    · linear_combination (norm := module) (1 / 2 : ℚ) • t + (1 / 2 : ℚ) • v
    · linear_combination (norm := module) (1 / 2 : ℚ) • s - (1 / 2 : ℚ) • u
    · linear_combination (norm := module) (1 / 2 : ℚ) • t - (1 / 2 : ℚ) • v
```

The proposed solution is now written as a matrix.

```lean
/-- The spin-resolved response built from the charge response `X` and the spin response `Y`:
`(X + Y)/2` for equal spins and `(X - Y)/2` for opposite spins. -/
def channelMatrix (p U : A) [Invertible (1 - p * U)] [Invertible (1 + p * U)] :
    Matrix (Fin 2) (Fin 2) A :=
  !![(1 / 2 : ℚ) • (chargeResponse p U + spinResponse p U),
     (1 / 2 : ℚ) • (chargeResponse p U - spinResponse p U);
     (1 / 2 : ℚ) • (chargeResponse p U - spinResponse p U),
     (1 / 2 : ℚ) • (chargeResponse p U + spinResponse p U)]
```

The main theorem says that \(C\) solves the Dyson equation if and only if it equals this matrix. The forward direction gives uniqueness: it inverts the four channel equations, naming the results `s`, `t`, `u` and `v`, and recombines them for each entry. The reverse direction gives existence, by checking that the sums and differences of the proposed entries are \(X\), \(X\), \(Y\) and \(-Y\).

```lean
/-- When `1 - pU` and `1 + pU` are invertible, the Dyson equation has exactly one solution:
half the sum of the charge and spin responses for equal spins, and half their difference for
opposite spins. -/
theorem solvesDyson_iff_eq_channelMatrix (p U : A) [Invertible (1 - p * U)]
    [Invertible (1 + p * U)] (C : Matrix (Fin 2) (Fin 2) A) :
    SolvesDyson p U C ↔ C = channelMatrix p U := by
  rw [solvesDyson_iff_channels]
  constructor
  · -- invert each channel, then recombine
    rintro ⟨⟨h1, h2⟩, h3, h4⟩
    have s : C 0 0 + C 1 0 = chargeResponse p U := (mul_eq_iff_eq_invOf_mul _ _ _).1 h1
    have t : C 0 1 + C 1 1 = chargeResponse p U := (mul_eq_iff_eq_invOf_mul _ _ _).1 h2
    have u : C 0 0 - C 1 0 = spinResponse p U := (mul_eq_iff_eq_invOf_mul _ _ _).1 h3
    have v : C 0 1 - C 1 1 = -spinResponse p U :=
      ((mul_eq_iff_eq_invOf_mul _ _ _).1 h4).trans (mul_neg _ _)
    ext i j
    fin_cases i <;> fin_cases j
    · show C 0 0 = (1 / 2 : ℚ) • (chargeResponse p U + spinResponse p U)
      linear_combination (norm := module) (1 / 2 : ℚ) • s + (1 / 2 : ℚ) • u
    · show C 0 1 = (1 / 2 : ℚ) • (chargeResponse p U - spinResponse p U)
      linear_combination (norm := module) (1 / 2 : ℚ) • t + (1 / 2 : ℚ) • v
    · show C 1 0 = (1 / 2 : ℚ) • (chargeResponse p U - spinResponse p U)
      linear_combination (norm := module) (1 / 2 : ℚ) • s - (1 / 2 : ℚ) • u
    · show C 1 1 = (1 / 2 : ℚ) • (chargeResponse p U + spinResponse p U)
      linear_combination (norm := module) (1 / 2 : ℚ) • t - (1 / 2 : ℚ) • v
  · rintro rfl
    -- the sums and differences of the entries are the channel responses
    refine ⟨⟨?_, ?_⟩, ?_, ?_⟩ <;> rw [mul_eq_iff_eq_invOf_mul]
    · show (1 / 2 : ℚ) • (chargeResponse p U + spinResponse p U)
        + (1 / 2 : ℚ) • (chargeResponse p U - spinResponse p U) = chargeResponse p U
      module
    · show (1 / 2 : ℚ) • (chargeResponse p U - spinResponse p U)
        + (1 / 2 : ℚ) • (chargeResponse p U + spinResponse p U) = chargeResponse p U
      module
    · show (1 / 2 : ℚ) • (chargeResponse p U + spinResponse p U)
        - (1 / 2 : ℚ) • (chargeResponse p U - spinResponse p U) = spinResponse p U
      module
    · rw [mul_neg]
      show (1 / 2 : ℚ) • (chargeResponse p U - spinResponse p U)
        - (1 / 2 : ℚ) • (chargeResponse p U + spinResponse p U) = -spinResponse p U
      module
```

## Total density and spin density

With \(n=n_0+n_1\) and \(m=n_0-n_1\), the density response is the sum of all entries of \(C\), and the spin-density response weights each entry by the product of its two spin signs:

\[
\begin{aligned}
C_{00}+C_{01}+C_{10}+C_{11}&=2X,\\
C_{00}-C_{01}-C_{10}+C_{11}&=2Y.
\end{aligned}
\]

Thus \(X\) and \(Y\) are half the responses of the unnormalized operators \(n\) and \(m\). The proof inserts the four entries from the main theorem and collects terms.

```lean
/-- Summing a solution over all spins gives twice the charge response; weighting each entry by
the product of its two spin signs gives twice the spin response. -/
theorem density_and_spin_response {p U : A} [Invertible (1 - p * U)]
    [Invertible (1 + p * U)] {C : Matrix (Fin 2) (Fin 2) A} (h : SolvesDyson p U C) :
    C 0 0 + C 0 1 + C 1 0 + C 1 1 = (2 : ℚ) • chargeResponse p U ∧
    C 0 0 - C 0 1 - C 1 0 + C 1 1 = (2 : ℚ) • spinResponse p U := by
  rw [solvesDyson_iff_eq_channelMatrix] at h
  have a : C 0 0 = (1 / 2 : ℚ) • (chargeResponse p U + spinResponse p U) := by rw [h]; rfl
  have b : C 0 1 = (1 / 2 : ℚ) • (chargeResponse p U - spinResponse p U) := by rw [h]; rfl
  have c : C 1 0 = (1 / 2 : ℚ) • (chargeResponse p U - spinResponse p U) := by rw [h]; rfl
  have d : C 1 1 = (1 / 2 : ℚ) • (chargeResponse p U + spinResponse p U) := by rw [h]; rfl
  rw [a, b, c, d]
  constructor <;> module

end

end ChargeSpinChannels
```

```lean
#print axioms ChargeSpinChannels.even_odd_resummation
#print axioms ChargeSpinChannels.not_unique_of_spin_soft_mode
#print axioms ChargeSpinChannels.solvesDyson_iff_eq_channelMatrix
#print axioms ChargeSpinChannels.density_and_spin_response
```

```
'ChargeSpinChannels.even_odd_resummation' depends on axioms: [propext, Classical.choice, Quot.sound]
'ChargeSpinChannels.not_unique_of_spin_soft_mode' depends on axioms: [propext, Classical.choice, Quot.sound]
'ChargeSpinChannels.solvesDyson_iff_eq_channelMatrix' depends on axioms: [propext, Classical.choice, Quot.sound]
'ChargeSpinChannels.density_and_spin_response' depends on axioms: [propext, Classical.choice, Quot.sound]
```
